# Deleting one function from a pure or Cartesian d shell destroys its rotational invariance

A d shell is represented here by the span of its angular functions, each a real quadratic form stored as a symmetric $3\times3$ matrix. The radial factor, assumed common to the whole shell, is left out because rotations don't change it. Working with the span makes the normalisation of the functions irrelevant. The choice of basis can still matter once a function is deleted, because it decides which span is left.

## The four invariant spaces

Write $[a,b,c,d,e,f]$ for the form
$$ax^2+by^2+cz^2+2d\,xy+2e\,xz+2f\,yz,$$
with matrix $A$ and trace $a+b+c$. A rotation $R$, with $RR^T=1$ and $\det R=1$, sends $A$ to $RAR^T$. A space $W$ of forms is mapped into itself by every rotation exactly when it is one of these:

- zero
- the multiples of $r^2=x^2+y^2+z^2$
- the traceless forms (the five pure d functions)
- all forms (the six Cartesian functions)

Two deletion rules follow. Removing one function from any basis of the five-component shell breaks invariance. Removing one from a basis of the six-component shell breaks it unless the five functions kept are all traceless.

## Pruning a d shell in a basis set

A code that drops single d functions, whether to save cost or to cure near-linear dependence, can make the computed energy depend on how the molecule is oriented. The result locates the source within one shell with a common radial factor: the remaining span no longer turns into itself. Passing from six Cartesian to five pure functions is safe because the five kept are traceless combinations; striking $x^2$ from the Cartesian list is not.

For a numerical instance, turn $2xy$ about $z$ by the angle with cosine $3/5$ and sine $4/5$. The result is
$$-\tfrac{24}{25}(x^2-y^2)-\tfrac{7}{25}(2xy).$$
At $(1,0,0)$ this is $-24/25$, which agrees with $2xy$ at the back-rotated point $(3/5,-4/5,0)$. If $x^2-y^2$ has been deleted from the shell $\{xy,xz,yz,x^2-y^2,3z^2-r^2\}$, the rotated function lies outside the span: every remaining function has equal $x^2$ and $y^2$ coefficients.

## Five rotations determine the invariant spaces

Let $W$ be invariant and $A=[a,b,c,d,e,f]\in W$. `rotated_mem` computes the images of $A$ under five rotations, entry by entry. The half turns about $z$, $x$ and $y$ reverse the signs of $(e,f)$, $(d,e)$ and $(d,f)$ respectively. Calling the images $A_z,A_x,A_y$,
$$A+A_z-A_x-A_y=4d\,[0,0,0,1,0,0].$$

**If $2xy\notin W$**, then $d=0$ for every form in $W$. The cyclic exchange of axes gives $[c,a,b,e,f,d]\in W$, so $e=0$; a second exchange gives $f=0$. The $3/5$ turn makes the coefficient of $2xy$ equal to $\tfrac{12}{25}(a-b)-\tfrac{7}{25}d$, so $a=b$. Applied after one exchange, it gives $c=a$. Hence $A$ is $a$ times the identity, the matrix of $r^2$. This is `multiple_of_rSq`, where `linarith` solves the last two equations. So $W$ is zero or, if it contains a nonzero multiple of $r^2$, the whole line.

**If $2xy\in W$**, the exchanges give $2yz$ and $2xz$. The $3/5$ turn of $2xy$, computed above, gives $x^2-y^2$, and another exchange gives $y^2-z^2$. A traceless form has $b=-a-c$, and its diagonal part is
$$a(x^2-y^2)-c(y^2-z^2).$$
Thus $W$ contains all traceless forms (`traceless_le`, which writes out the combination). If $W$ also contains $B$ with $\operatorname{tr}B\ne0$, then for any form $A$ the difference $A-(\operatorname{tr}A/\operatorname{tr}B)B$ is traceless and so in $W$. Hence $A\in W$, and $W$ is everything.

Conversely, $RAR^T$ is symmetric when $A$ is, has the same trace, and equals $A$ when $A$ is a multiple of the identity. All four spaces are therefore invariant, which completes `orientationIndependent_iff`.

**Deletion from five.** The kept span contains a nonzero traceless form, so it is neither zero nor the $r^2$ line. By linear independence it lacks the deleted function, so it is neither of the larger spaces.

**Deletion from six.** The kept span contains two independent functions and lacks the deleted one. The only invariant possibility is the traceless space, so all five kept functions are traceless. Conversely, suppose they are. The deleted function $g$ has nonzero trace, since otherwise $r^2$, of trace 3, would not be in the full span. Write a traceless form as $\alpha g+z$, with $z$ in the kept span. Taking traces gives $\alpha=0$, so the kept span is the whole traceless space.

In the Cartesian shell, $x^2$ or $y^2$ always survives a single deletion and has trace 1, so every deletion fails.

## The Lean file

```lean
import Mathlib

open Matrix

namespace IncompleteDShell

/-- Real 3 × 3 matrices; the symmetric ones represent quadratic forms in x, y, z. -/
abbrev M := Matrix (Fin 3) (Fin 3) ℝ

/-- The value of the quadratic form with matrix `A` at the point `x`. -/
def value (A : M) (x : Fin 3 → ℝ) : ℝ := x ⬝ᵥ A *ᵥ x

/-- A proper rotation of space: an orthogonal matrix of determinant one. -/
def IsRotation (R : M) : Prop := R * Rᵀ = 1 ∧ R.det = 1

/-- The matrix of a quadratic form after the rotation `R`. -/
def rotate (R A : M) : M := R * A * Rᵀ

/-- The space of all quadratic forms, as symmetric matrices. -/
def forms : Submodule ℝ M where
  carrier := {A | Aᵀ = A}
  add_mem' := by
    intro A B hA hB
    change (A + B)ᵀ = A + B
    rw [transpose_add, show Aᵀ = A from hA, show Bᵀ = B from hB]
  zero_mem' := transpose_zero
  smul_mem' := by
    intro c A hA
    change (c • A)ᵀ = c • A
    rw [transpose_smul, show Aᵀ = A from hA]

/-- The traceless quadratic forms, which are the angular parts of pure d functions. -/
def traceless : Submodule ℝ M := forms ⊓ LinearMap.ker (traceLinearMap (Fin 3) ℝ ℝ)

/-- A space of forms is orientation independent if every rotation maps it into itself. -/
def OrientationIndependent (W : Submodule ℝ M) : Prop :=
  ∀ R, IsRotation R → ∀ A ∈ W, rotate R A ∈ W

/-- The form a x² + b y² + c z² + 2d xy + 2e xz + 2f yz. -/
def sym (a b c d e f : ℝ) : M := !![a, d, e; d, b, f; e, f, c]

/-- The rotated form at `x` is the original form at the point `Rᵀ x`. -/
theorem value_rotate (R A : M) (x : Fin 3 → ℝ) :
    value (rotate R A) x = value A (Rᵀ *ᵥ x) := by
  simp only [value, rotate, ← mulVec_mulVec]
  rw [Matrix.dotProduct_mulVec, ← Matrix.mulVec_transpose]

/-- Every quadratic form is given by its six coefficients. -/
theorem eq_sym {A : M} (hA : A ∈ forms) :
    A = sym (A 0 0) (A 1 1) (A 2 2) (A 0 1) (A 0 2) (A 1 2) := by
  have h : ∀ i j, A j i = A i j := fun i j => congrFun (congrFun (show Aᵀ = A from hA) i) j
  ext i j
  fin_cases i <;> fin_cases j <;> simp [sym, h 0 1, h 0 2, h 1 2]

/-- An orientation independent space contains, with a form, its images under the three half
turns, the cyclic exchange of axes, and the turn about z with cosine 3/5 and sine 4/5. -/
theorem rotated_mem {W : Submodule ℝ M} (h : OrientationIndependent W) {a b c d e f : ℝ}
    (hA : sym a b c d e f ∈ W) :
    sym a b c d (-e) (-f) ∈ W ∧ sym a b c (-d) (-e) f ∈ W ∧ sym a b c (-d) e (-f) ∈ W ∧
    sym c a b e f d ∈ W ∧
    sym (9/25*a - 24/25*d + 16/25*b) (16/25*a + 24/25*d + 9/25*b) c
      (12/25*a - 7/25*d - 12/25*b) (3/5*e - 4/5*f) (4/5*e + 3/5*f) ∈ W := by
  have key : ∀ R B : M, R.det = 1 → R * Rᵀ = 1 → rotate R (sym a b c d e f) = B → B ∈ W :=
    fun R B h1 h2 h3 => h3 ▸ h R ⟨h2, h1⟩ _ hA
  refine ⟨key !![-1, 0, 0; 0, -1, 0; 0, 0, 1] _ (by simp [det_fin_three]) ?_ ?_,
    key !![1, 0, 0; 0, -1, 0; 0, 0, -1] _ (by simp [det_fin_three]) ?_ ?_,
    key !![-1, 0, 0; 0, 1, 0; 0, 0, -1] _ (by simp [det_fin_three]) ?_ ?_,
    key !![0, 0, 1; 1, 0, 0; 0, 1, 0] _ (by simp [det_fin_three]) ?_ ?_,
    key !![3/5, -4/5, 0; 4/5, 3/5, 0; 0, 0, 1] _ (by simp [det_fin_three]; norm_num) ?_ ?_⟩
  all_goals
    ext i j
    fin_cases i <;> fin_cases j <;>
      simp [rotate, sym, Matrix.mul_apply, Fin.sum_univ_three] <;> ring

/-- If an orientation independent space lacks the form 2xy, each form in it is a multiple
of r². -/
theorem multiple_of_rSq {W : Submodule ℝ M} (h : OrientationIndependent W)
    (hxy : sym 0 0 0 1 0 0 ∉ W) {a b c d e f : ℝ} (hA : sym a b c d e f ∈ W) :
    sym a b c d e f ∈ Submodule.span ℝ {(1 : M)} := by
  -- half turns isolate the xy coefficient, which must therefore vanish
  have key : ∀ {a b c d e f : ℝ}, sym a b c d e f ∈ W → d = 0 := by
    intro a b c d e f hB
    by_contra hd
    obtain ⟨h3, h1, h2, -, -⟩ := rotated_mem h hB
    have hs := W.sub_mem (W.sub_mem (W.add_mem hB h3) h1) h2
    have e1 : sym a b c d e f + sym a b c d (-e) (-f) - sym a b c (-d) (-e) f
        - sym a b c (-d) e (-f) = (4 * d) • sym 0 0 0 1 0 0 := by
      ext i j
      fin_cases i <;> fin_cases j <;> simp [sym] <;> ring
    rw [e1] at hs
    exact hxy ((W.smul_mem_iff (mul_ne_zero four_ne_zero hd)).1 hs)
  obtain ⟨-, -, -, hP, hQ⟩ := rotated_mem h hA
  obtain ⟨-, -, -, hPP, hPQ⟩ := rotated_mem h hP
  have hd := key hA
  have he := key hP
  have hf := key hPP
  have h1 := key hQ
  have h2 := key hPQ
  have hb : b = a := by linarith
  have hc : c = a := by linarith
  refine Submodule.mem_span_singleton.2 ⟨a, ?_⟩
  ext i j
  fin_cases i <;> fin_cases j <;> simp [sym, hb, hc, hd, he, hf]

/-- An orientation independent space that contains 2xy contains every traceless form. -/
theorem traceless_le {W : Submodule ℝ M} (h : OrientationIndependent W)
    (hxy : sym 0 0 0 1 0 0 ∈ W) : traceless ≤ W := by
  intro A hA
  have ht : A.trace = 0 := hA.2
  rw [trace_fin_three] at ht
  rw [eq_sym hA.1, show A 1 1 = -A 0 0 - A 2 2 by linarith]
  generalize A 0 0 = a, A 2 2 = c, A 0 1 = d, A 0 2 = e, A 1 2 = f
  obtain ⟨-, -, -, hyz, hq⟩ := rotated_mem h hxy
  have hxz := (rotated_mem h hyz).2.2.2.1
  have hq' := (rotated_mem h hq).2.2.2.1
  -- the five forms found so far span the traceless ones
  have hs := W.add_mem (W.add_mem (W.add_mem (W.add_mem (W.smul_mem (d - 7/24*a) hxy)
    (W.smul_mem e hxz)) (W.smul_mem (f + 7/24*c) hyz)) (W.smul_mem (-(25/24)*a) hq))
    (W.smul_mem (25/24*c) hq')
  convert hs using 1
  ext i j
  fin_cases i <;> fin_cases j <;> simp [sym] <;> ring

/-- A space of real quadratic forms in x, y, z is invariant under all rotations exactly when
it is zero, the multiples of r², the traceless forms, or the space of all forms. -/
theorem orientationIndependent_iff {W : Submodule ℝ M} (hW : W ≤ forms) :
    OrientationIndependent W ↔
      W = ⊥ ∨ W = Submodule.span ℝ {1} ∨ W = traceless ∨ W = forms := by
  constructor
  · intro h
    by_cases hxy : sym 0 0 0 1 0 0 ∈ W
    · have hT := traceless_le h hxy
      by_cases hle : W ≤ traceless
      · exact Or.inr (Or.inr (Or.inl (le_antisymm hle hT)))
      · -- a form B of nonzero trace supplies the missing direction
        obtain ⟨B, hB, hBT⟩ := SetLike.not_le_iff_exists.1 hle
        have ht : B.trace ≠ 0 := fun h0 => hBT ⟨hW hB, h0⟩
        refine Or.inr (Or.inr (Or.inr (le_antisymm hW fun A hA => ?_)))
        have hm : A - (A.trace / B.trace) • B ∈ traceless := by
          refine ⟨forms.sub_mem hA (forms.smul_mem _ (hW hB)), ?_⟩
          change (A - (A.trace / B.trace) • B).trace = 0
          rw [trace_sub, trace_smul, smul_eq_mul, div_mul_cancel₀ _ ht, sub_self]
        have hs := W.add_mem (hT hm) (W.smul_mem (A.trace / B.trace) hB)
        rwa [sub_add_cancel] at hs
    · have hle : W ≤ Submodule.span ℝ {1} := by
        intro A hA
        have e := eq_sym (hW hA)
        rw [e] at hA ⊢
        exact multiple_of_rSq h hxy hA
      by_cases h0 : W = ⊥
      · exact Or.inl h0
      · obtain ⟨A, hA, hA0⟩ := W.ne_bot_iff.1 h0
        obtain ⟨c, rfl⟩ := Submodule.mem_span_singleton.1 (hle hA)
        have hc : c ≠ 0 := fun hc => hA0 (by rw [hc, zero_smul])
        refine Or.inr (Or.inl (le_antisymm hle ?_))
        rw [Submodule.span_singleton_le_iff_mem]
        exact (W.smul_mem_iff hc).1 hA
  · have hsym : ∀ R A : M, A ∈ forms → rotate R A ∈ forms := by
      intro R A hA
      change (R * A * Rᵀ)ᵀ = R * A * Rᵀ
      rw [transpose_mul, transpose_mul, transpose_transpose, show Aᵀ = A from hA, mul_assoc]
    rintro (rfl | rfl | rfl | rfl) R hR A hA
    · rw [(Submodule.mem_bot ℝ).1 hA]
      simp [rotate]
    · obtain ⟨c, rfl⟩ := Submodule.mem_span_singleton.1 hA
      refine Submodule.mem_span_singleton.2 ⟨c, ?_⟩
      rw [rotate, mul_smul_comm, mul_one, smul_mul_assoc, hR.1]
    · refine ⟨hsym R A hA.1, ?_⟩
      change (R * A * Rᵀ).trace = 0
      rw [trace_mul_comm, ← mul_assoc, mul_eq_one_comm.1 hR.1, one_mul]
      exact hA.2
    · exact hsym R A hA

/-- Deleting any one function from any basis of the five-component d shell leaves a space
that is not orientation independent. -/
theorem delete_from_five {b : Fin 5 → M} (hb : LinearIndependent ℝ b)
    (hs : Submodule.span ℝ (Set.range b) = traceless) (i : Fin 5) :
    ¬ OrientationIndependent (Submodule.span ℝ (b '' {i}ᶜ)) := by
  have hT : ∀ j, b j ∈ traceless := fun j => hs ▸ Submodule.subset_span ⟨j, rfl⟩
  have hi : b i ∉ Submodule.span ℝ (b '' {i}ᶜ) := hb.notMem_span_image (by simp)
  obtain ⟨j, hj⟩ := exists_ne i
  have hjW : b j ∈ Submodule.span ℝ (b '' {i}ᶜ) := Submodule.subset_span ⟨j, hj, rfl⟩
  have hW : Submodule.span ℝ (b '' {i}ᶜ) ≤ forms := by
    rw [Submodule.span_le]
    rintro _ ⟨k, -, rfl⟩
    exact (hT k).1
  rw [orientationIndependent_iff hW]
  rintro (h | h | h | h)
  · rw [h] at hjW
    exact hb.ne_zero j ((Submodule.mem_bot ℝ).1 hjW)
  · -- a traceless multiple of r² vanishes
    rw [h] at hjW
    obtain ⟨c, hc⟩ := Submodule.mem_span_singleton.1 hjW
    have ht : (b j).trace = 0 := (hT j).2
    rw [← hc, trace_smul, trace_one] at ht
    have hc0 : c = 0 := by simpa using ht
    exact hb.ne_zero j (by rw [← hc, hc0, zero_smul])
  · exact hi (h ▸ hT i)
  · exact hi (h ▸ (hT i).1)

/-- Deleting one function from a basis of the six-component shell leaves an orientation
independent space exactly when the five functions kept are all traceless. -/
theorem delete_from_six {b : Fin 6 → M} (hb : LinearIndependent ℝ b)
    (hs : Submodule.span ℝ (Set.range b) = forms) (i : Fin 6) :
    OrientationIndependent (Submodule.span ℝ (b '' {i}ᶜ)) ↔ ∀ j, j ≠ i → (b j).trace = 0 := by
  have hF : ∀ j, b j ∈ forms := fun j => hs ▸ Submodule.subset_span ⟨j, rfl⟩
  have hi : b i ∉ Submodule.span ℝ (b '' {i}ᶜ) := hb.notMem_span_image (by simp)
  have hm : ∀ j, j ≠ i → b j ∈ Submodule.span ℝ (b '' {i}ᶜ) :=
    fun j hj => Submodule.subset_span ⟨j, hj, rfl⟩
  have hW : Submodule.span ℝ (b '' {i}ᶜ) ≤ forms := by
    rw [Submodule.span_le]
    rintro _ ⟨k, -, rfl⟩
    exact hF k
  rw [orientationIndependent_iff hW]
  constructor
  · have hex : ∀ i : Fin 6, ∃ j k : Fin 6, j ≠ i ∧ k ≠ i ∧ k ≠ j := by decide
    obtain ⟨j, k, hj, hk, hkj⟩ := hex i
    rintro (h | h | h | h)
    · exact absurd ((Submodule.mem_bot ℝ).1 (h ▸ hm j hj)) (hb.ne_zero j)
    · -- two independent functions cannot both be multiples of r²
      obtain ⟨c, hc⟩ := Submodule.mem_span_singleton.1 (h ▸ hm j hj)
      obtain ⟨d, hd⟩ := Submodule.mem_span_singleton.1 (h ▸ hm k hk)
      have hc0 : c ≠ 0 := fun h0 => hb.ne_zero j (by rw [← hc, h0, zero_smul])
      have hn : b k ∉ Submodule.span ℝ (b '' {j}) := hb.notMem_span_image (by simpa using hkj)
      rw [Set.image_singleton] at hn
      refine absurd (Submodule.mem_span_singleton.2 ⟨d / c, ?_⟩) hn
      rw [← hc, ← hd, smul_smul, div_mul_cancel₀ _ hc0]
    · intro l hl
      have hl' := hm l hl
      rw [h] at hl'
      exact hl'.2
    · exact absurd (h ▸ hF i) hi
  · intro h
    have hle : Submodule.span ℝ (b '' {i}ᶜ) ≤ traceless := by
      rw [Submodule.span_le]
      rintro _ ⟨k, hk, rfl⟩
      exact ⟨hF k, h k hk⟩
    -- the deleted function has nonzero trace, since r² lies in the full shell
    have hti : (b i).trace ≠ 0 := by
      intro h0
      have hall : forms ≤ traceless := by
        rw [← hs, Submodule.span_le]
        rintro _ ⟨k, rfl⟩
        by_cases hk : k = i
        · exact ⟨hF k, hk ▸ h0⟩
        · exact ⟨hF k, h k hk⟩
      have h1 : (1 : M).trace = 0 := (hall (show (1 : M)ᵀ = 1 from transpose_one)).2
      rw [trace_one] at h1
      norm_num at h1
    refine Or.inr (Or.inr (Or.inl (le_antisymm hle fun A hA => ?_)))
    have hsub : Set.range b ⊆ insert (b i) (b '' {i}ᶜ) := by
      rintro _ ⟨k, rfl⟩
      by_cases hk : k = i
      · exact Or.inl (by rw [hk])
      · exact Or.inr ⟨k, hk, rfl⟩
    have hA' : A ∈ Submodule.span ℝ (Set.range b) := hs ▸ hA.1
    obtain ⟨a, z, hz, rfl⟩ := Submodule.mem_span_insert.1 (Submodule.span_mono hsub hA')
    have ht : (a • b i + z).trace = 0 := hA.2
    have hzt : z.trace = 0 := (hle hz).2
    rw [trace_add, trace_smul, hzt, add_zero, smul_eq_mul] at ht
    rw [(mul_eq_zero.1 ht).resolve_right hti, zero_smul, zero_add]
    exact hz

/-- The Cartesian d shell x², y², z², 2xy, 2xz, 2yz. -/
def cartesian : Fin 6 → M :=
  ![sym 1 0 0 0 0 0, sym 0 1 0 0 0 0, sym 0 0 1 0 0 0,
    sym 0 0 0 1 0 0, sym 0 0 0 0 1 0, sym 0 0 0 0 0 1]

/-- Deleting any one of the six Cartesian d functions leaves a space that is not orientation
independent. -/
theorem delete_cartesian (i : Fin 6) :
    ¬ OrientationIndependent (Submodule.span ℝ (cartesian '' {i}ᶜ)) := by
  have hsum : ∀ g : Fin 6 → ℝ,
      ∑ k, g k • cartesian k = sym (g 0) (g 1) (g 2) (g 3) (g 4) (g 5) := by
    intro g
    rw [Fin.sum_univ_six]
    ext i j
    fin_cases i <;> fin_cases j <;> simp [cartesian, sym]
  have hb : LinearIndependent ℝ cartesian := by
    rw [Fintype.linearIndependent_iff]
    intro g hg k
    rw [hsum] at hg
    have h := fun i j => congrFun (congrFun hg i) j
    have h0 : g 0 = 0 := h 0 0
    have h1 : g 1 = 0 := h 1 1
    have h2 : g 2 = 0 := h 2 2
    have h3 : g 3 = 0 := h 0 1
    have h4 : g 4 = 0 := h 0 2
    have h5 : g 5 = 0 := h 1 2
    fin_cases k <;> assumption
  have hs : Submodule.span ℝ (Set.range cartesian) = forms := by
    apply le_antisymm
    · rw [Submodule.span_le]
      rintro _ ⟨k, rfl⟩
      change (cartesian k)ᵀ = cartesian k
      ext i j
      fin_cases k <;> fin_cases i <;> fin_cases j <;> simp [cartesian, sym]
    · intro A hA
      have e := hsum ![A 0 0, A 1 1, A 2 2, A 0 1, A 0 2, A 1 2]
      rw [eq_sym hA]
      change _ = sym (A 0 0) (A 1 1) (A 2 2) (A 0 1) (A 0 2) (A 1 2) at e
      rw [← e]
      exact Submodule.sum_mem _ fun k _ =>
        Submodule.smul_mem _ _ (Submodule.subset_span ⟨k, rfl⟩)
  rw [delete_from_six hb hs]
  intro h
  -- x² or y² is still present and has trace one
  by_cases hi : i = 0
  · have h1 := h 1 (by rw [hi]; decide)
    simp [cartesian, sym, trace_fin_three] at h1
  · have h0 := h 0 (Ne.symm hi)
    simp [cartesian, sym, trace_fin_three] at h0

end IncompleteDShell
```

```lean
#print axioms IncompleteDShell.value_rotate
#print axioms IncompleteDShell.delete_from_five
#print axioms IncompleteDShell.delete_cartesian
```

```
'IncompleteDShell.value_rotate' depends on axioms: [propext, Classical.choice, Quot.sound]
'IncompleteDShell.delete_from_five' depends on axioms: [propext, Classical.choice, Quot.sound]
'IncompleteDShell.delete_cartesian' depends on axioms: [propext, Classical.choice, Quot.sound]
```

## A statement about spans, not energies

In the file, `M` holds the matrices, `sym a b c d e f` is $[a,b,c,d,e,f]$, and `forms` and `traceless` are the two larger invariant spaces. `OrientationIndependent W` quantifies over all proper rotations. `value_rotate` confirms the convention: the rotated form at $x$ is the original at $R^Tx$.

In the deletion theorems, `hb` and `hs` say that `b` is a basis of the full shell, and `b '' {i}ᶜ` is the set of functions kept. `delete_from_five` and `delete_from_six` allow any such basis; `delete_cartesian` treats the standard one.

The theorems concern a single shell of degree two. They give no size for an orientation error in an energy, and they don't consider whether other functions in a larger basis restore the missing direction.
